# The raising operator annihilates a spin-projected vector of projection m/2

Let $S_+$, $S_-$ and $S_z$ be linear operators on a complex vector space that satisfy the spin commutation relations, with $\hbar=1$. Let $m$ be a natural number and $v$ a vector with $S_z v=\tfrac m2 v$ and $S_+^N v=0$ for some natural $N$. Then

$$S_+P_Nv=0,\qquad P_N=\sum_{k=0}^{N-1}c_k\,S_-^kS_+^k,\qquad c_k=\frac{(-1)^k(m+1)!}{k!\,(m+k+1)!}.$$

If $S_+$ is nilpotent, the condition $S_+^Nv=0$ holds for every $v$ with one common $N$. It is only needed for the vector at hand, and the terms with $k\ge N$ would vanish on $v$ anyway.

In electronic structure, a determinant with $m$ more up than down electrons has $S_z=m/2$ but is in general a mixture of total spins. If it has $n_\beta$ down electrons, $N=n_\beta+1$ suffices, since each application of $S_+$ flips one of them. The result concerns the algebra of projecting one given vector, and says nothing about energies or about how the orbitals are chosen.

## Operators and coefficients

The space `V` carries no inner product and may have infinite dimension. The operators `Sp`, `Sm` and `Sz` are elements of `Module.End ℂ V`, the linear maps from `V` to itself, and their product is composition.

In Lean 4 with Mathlib:

```lean
import Mathlib

open scoped Nat

namespace SpinProjection

noncomputable section

variable {V : Type*} [AddCommGroup V] [Module ℂ V] {Sp Sm Sz : Module.End ℂ V}
```

The only physics assumed of the operators is

$$[S_+,S_-]=2S_z,\qquad [S_z,S_+]=S_+,\qquad [S_z,S_-]=-S_-.$$

These are the relations of angular momentum with $S_\pm=S_x\pm iS_y$. That $S_-$ is the adjoint of $S_+$ is not assumed, so orthogonality of the projection is not addressed.

```lean
/-- The commutation relations of the spin operators `S+`, `S-` and `Sz`. -/
structure SpinAlgebra (Sp Sm Sz : Module.End ℂ V) : Prop where
  raise_lower : Sp * Sm - Sm * Sp = (2 : ℂ) • Sz
  z_raise : Sz * Sp - Sp * Sz = Sp
  z_lower : Sz * Sm - Sm * Sz = -Sm
```

The coefficients are complex numbers, and $c_0=1$.

```lean
/-- The coefficient `(-1)^k (m+1)! / (k! (m+k+1)!)` of the spin projection operator. -/
def coeff (m k : ℕ) : ℂ := (-1) ^ k * ((m + 1)! : ℂ) / ((k ! : ℂ) * ((m + k + 1)! : ℂ))
```

The operator $P_N$ is `projector Sp Sm m N`. It is a linear map on all of `V`, but it is built for vectors of projection $m/2$.

```lean
/-- The spin projection operator for projection `m/2`, with the terms `k < N` of the series
in `(S-)^k (S+)^k`. -/
def projector (Sp Sm : Module.End ℂ V) (m N : ℕ) : Module.End ℂ V :=
  ∑ k ∈ Finset.range N, coeff m k • (Sm ^ k * Sp ^ k)
```

The square of the total spin is written with the raising operator on the right, $S^2=S_-S_++S_z^2+S_z$, which equals $S_x^2+S_y^2+S_z^2$ by the commutation relations.

```lean
/-- The square of the total spin, `S² = S- S+ + Sz² + Sz`. -/
def totalSpinSq (Sp Sm Sz : Module.End ℂ V) : Module.End ℂ V := Sm * Sp + Sz * Sz + Sz
```

## Recursion of the coefficients

Going from $k$ to $k+1$ changes the sign and multiplies the denominator by $(k+1)(m+k+2)$. Hence

$$c_{k+1}\,(k+1)(m+k+2)=-c_k.$$

The proof splits one factor off each factorial, checks that the denominators are nonzero, and cross-multiplies.

```lean
/-- Two successive coefficients are related by the factor `-(k+1)(m+k+2)`. -/
theorem coeff_succ (m k : ℕ) :
    coeff m (k + 1) * (((k : ℂ) + 1) * ((m : ℂ) + k + 2)) = -coeff m k := by
  have h1 : ((m + (k + 1) + 1)! : ℂ) = ((m : ℂ) + k + 2) * ((m + k + 1)! : ℂ) := by
    rw [show m + (k + 1) + 1 = (m + k + 1) + 1 by ring, Nat.factorial_succ]
    push_cast
    ring
  have h2 : ((k + 1)! : ℂ) = ((k : ℂ) + 1) * (k ! : ℂ) := by
    rw [Nat.factorial_succ]
    push_cast
    ring
  have hk : (k : ℂ) + 1 ≠ 0 := Nat.cast_add_one_ne_zero k
  have hm : (m : ℂ) + k + 2 ≠ 0 := by exact_mod_cast (by omega : m + k + 2 ≠ 0)
  have hf : (k ! : ℂ) ≠ 0 := Nat.cast_ne_zero.mpr (Nat.factorial_ne_zero _)
  have hg : ((m + k + 1)! : ℂ) ≠ 0 := Nat.cast_ne_zero.mpr (Nat.factorial_ne_zero _)
  unfold coeff
  rw [h1, h2, div_mul_eq_mul_div, ← neg_div,
    div_eq_div_iff (mul_ne_zero (mul_ne_zero hk hf) (mul_ne_zero hm hg)) (mul_ne_zero hf hg)]
  ring
```

The sum also grows one term at a time, $P_{n+1}v=P_nv+c_n\,S_-^nS_+^nv$, which is the form that the inductions on the cut-off below use.

```lean
/-- Raising the cut-off by one adds one term to the projected vector. -/
theorem projector_succ_apply (m n : ℕ) (v : V) :
    projector Sp Sm m (n + 1) v
      = projector Sp Sm m n v + coeff m n • (Sm ^ n) ((Sp ^ n) v) := by
  simp only [projector, Finset.sum_range_succ]
  rfl
```

## Moving the operators past each other

Suppose that $S_zv=\mu v$ for a complex number $\mu$. From $S_zS_\pm=S_\pm S_z\pm S_\pm$, each application of $S_\pm$ shifts the eigenvalue by $\pm1$, so by induction

$$S_zS_+^kv=(\mu+k)S_+^kv,\qquad S_zS_-^kv=(\mu-k)S_-^kv.$$

In the proof, `e` and `f` are the two commutators applied to $S_+^kv$ and $S_-^kv$. The call `linear_combination (norm := module)` then collects the coefficients of equal vectors, here and in the later proofs.

```lean
/-- Applying `S+` or `S-` `k` times shifts the spin projection up or down by `k`. -/
theorem SpinAlgebra.weight_pow (h : SpinAlgebra Sp Sm Sz) {μ : ℂ} {v : V}
    (hv : Sz v = μ • v) (k : ℕ) :
    Sz ((Sp ^ k) v) = (μ + k) • (Sp ^ k) v ∧ Sz ((Sm ^ k) v) = (μ - k) • (Sm ^ k) v := by
  induction k with
  | zero => simpa using hv
  | succ k ih =>
    have e : Sz (Sp ((Sp ^ k) v)) - Sp (Sz ((Sp ^ k) v)) = Sp ((Sp ^ k) v) :=
      LinearMap.congr_fun h.z_raise _
    have f : Sz (Sm ((Sm ^ k) v)) - Sm (Sz ((Sm ^ k) v)) = -Sm ((Sm ^ k) v) :=
      LinearMap.congr_fun h.z_lower _
    rw [ih.1, map_smul] at e
    rw [ih.2, map_smul] at f
    simp only [pow_succ', Module.End.mul_apply, Nat.cast_add, Nat.cast_one]
    constructor
    · linear_combination (norm := module) e
    · linear_combination (norm := module) f
```

Next, $S_+$ is moved through a power of $S_-$. For $S_zw=\mu w$,

$$S_+S_-^{k+1}w=S_-^{k+1}S_+w+(k+1)(2\mu-k)\,S_-^kw.$$

For $k=0$ this is $[S_+,S_-]w=2\mu w$. For the induction step, write $S_+S_-=S_-S_++2S_z$ in front of $S_-^{k+1}w$, which has projection $\mu-k-1$:

$$S_+S_-^{k+2}w=S_-\bigl(S_+S_-^{k+1}w\bigr)+2(\mu-k-1)S_-^{k+1}w.$$

Inserting the formula for $k$ gives $S_-^{k+2}S_+w$ plus a multiple of $S_-^{k+1}w$ with the factor

$$(k+1)(2\mu-k)+2(\mu-k-1)=(k+2)(2\mu-k-1),$$

which is the formula for $k+1$.

```lean
/-- Moving `S+` through `k+1` lowering operators, on a vector of spin projection `μ`. -/
theorem SpinAlgebra.raise_lower_pow (h : SpinAlgebra Sp Sm Sz) {μ : ℂ} {w : V}
    (hw : Sz w = μ • w) (k : ℕ) :
    Sp ((Sm ^ (k + 1)) w)
      = (Sm ^ (k + 1)) (Sp w) + (((k : ℂ) + 1) * (2 * μ - k)) • (Sm ^ k) w := by
  have hs (n : ℕ) (y : V) : Sm ((Sm ^ n) y) = (Sm ^ (n + 1)) y := by
    rw [pow_succ', Module.End.mul_apply]
  induction k with
  | zero =>
    have e : Sp (Sm w) - Sm (Sp w) = (2 : ℂ) • Sz w := LinearMap.congr_fun h.raise_lower w
    rw [hw] at e
    simp only [zero_add, pow_one, pow_zero, Module.End.one_apply, Nat.cast_zero]
    linear_combination (norm := module) e
  | succ k ih =>
    have e : Sp (Sm ((Sm ^ (k + 1)) w)) - Sm (Sp ((Sm ^ (k + 1)) w))
        = (2 : ℂ) • Sz ((Sm ^ (k + 1)) w) := LinearMap.congr_fun h.raise_lower _
    rw [ih, (h.weight_pow hw (k + 1)).2, map_add, map_smul] at e
    simp only [hs, Nat.cast_add, Nat.cast_one] at e ⊢
    linear_combination (norm := module) e
```

## The telescoping sum

Now let $S_zv=\tfrac m2v$. The claim is that only one term survives:

$$S_+P_{n+1}v=c_n\,S_-^nS_+^{n+1}v.$$

For $n=0$ both sides are $S_+v$. For the step, the new term is $c_{n+1}S_+S_-^{n+1}w$ with $w=S_+^{n+1}v$. This $w$ has projection $\mu=\tfrac m2+n+1$, so that $2\mu-n=m+n+2$ and

$$S_+P_{n+2}v=c_nS_-^nw+c_{n+1}S_-^{n+1}S_+w+c_{n+1}(n+1)(m+n+2)S_-^nw.$$

By the recursion the first and last terms cancel, which leaves $c_{n+1}S_-^{n+1}S_+^{n+2}v$. This is the statement `key` in the proof. With $N=n+1$, the surviving term contains $S_+^Nv=0$. For $N=0$ the sum is empty, and the hypothesis says $v=0$.

```lean
/-- If `v` has spin projection `m/2` and `(S+)^N` annihilates it, then `S+` annihilates the vector
projected with the terms `k < N`. -/
theorem SpinAlgebra.raise_projector (h : SpinAlgebra Sp Sm Sz) {m N : ℕ} {v : V}
    (hv : Sz v = ((m : ℂ) / 2) • v) (hN : (Sp ^ N) v = 0) :
    Sp (projector Sp Sm m N v) = 0 := by
  -- the sum telescopes: only the last term survives
  have key (n : ℕ) : Sp (projector Sp Sm m (n + 1) v)
      = coeff m n • (Sm ^ n) ((Sp ^ (n + 1)) v) := by
    induction n with
    | zero => simp [projector]
    | succ n ih =>
      rw [projector_succ_apply, map_add, ih, map_smul,
        h.raise_lower_pow (h.weight_pow hv (n + 1)).1 n, pow_succ' Sp (n + 1),
        Module.End.mul_apply]
      simp only [Nat.cast_add, Nat.cast_one]
      linear_combination (norm := module) coeff_succ m n • (Sm ^ n) ((Sp ^ (n + 1)) v)
  cases N with
  | zero => simp [projector]
  | succ n => rw [key, hN, map_zero, smul_zero]
```

## The total spin of the projected vector

Each term $S_-^kS_+^kv$ has projection $\tfrac m2+k-k=\tfrac m2$, and therefore so has $P_Nv$. Since $S_+P_Nv=0$,

$$S^2P_Nv=S_-S_+P_Nv+\Bigl(\frac{m^2}{4}+\frac m2\Bigr)P_Nv=\frac m2\Bigl(\frac m2+1\Bigr)P_Nv.$$

This is the eigenvalue equation for total spin $S=m/2$. The vector $P_Nv$ may be zero, namely when $v$ has no component of that spin, and the equation then carries no information.

```lean
/-- If `v` has spin projection `m/2` and `(S+)^N` annihilates it, then the vector projected with the
terms `k < N` keeps the spin projection `m/2` and satisfies the eigenvalue equation of `S²` with `S
= m/2`. -/
theorem SpinAlgebra.totalSpinSq_projector (h : SpinAlgebra Sp Sm Sz) {m N : ℕ} {v : V}
    (hv : Sz v = ((m : ℂ) / 2) • v) (hN : (Sp ^ N) v = 0) :
    Sz (projector Sp Sm m N v) = ((m : ℂ) / 2) • projector Sp Sm m N v ∧
    totalSpinSq Sp Sm Sz (projector Sp Sm m N v)
      = ((m : ℂ) / 2 * ((m : ℂ) / 2 + 1)) • projector Sp Sm m N v := by
  have hz (n : ℕ) : Sz (projector Sp Sm m n v) = ((m : ℂ) / 2) • projector Sp Sm m n v := by
    induction n with
    | zero => simp [projector]
    | succ n ih =>
      rw [projector_succ_apply, map_add, ih, map_smul,
        (h.weight_pow (h.weight_pow hv n).1 n).2]
      module
  refine ⟨hz N, ?_⟩
  change Sm (Sp (projector Sp Sm m N v)) + Sz (Sz (projector Sp Sm m N v))
    + Sz (projector Sp Sm m N v) = _
  rw [h.raise_projector hv hN, map_zero, hz, map_smul, hz]
  module
```

## What is kept and what is removed

If $S_+v=0$, every term with $k\ge1$ vanishes and $c_0=1$, so $P_{n+1}v=v$ for all $n$, whatever the projection of $v$. Applied to the vector $P_Nv$ of the main result, this shows that a second projection changes nothing.

```lean
/-- A vector annihilated by `S+` is left unchanged by the spin projection operator with at least one
term. -/
theorem projector_fixes {v : V} (hv : Sp v = 0) (m n : ℕ) :
    projector Sp Sm m (n + 1) v = v := by
  induction n with
  | zero => simp [projector, coeff, Nat.factorial_ne_zero]
  | succ n ih =>
    rw [projector_succ_apply, ih, pow_succ Sp n, Module.End.mul_apply, hv, map_zero, map_zero,
      smul_zero, add_zero]
```

Contamination by higher spin consists of vectors lowered from above. Let $S_zw=(\tfrac m2+1)w$ and $S_+^nw=0$. Then $S_-w$ has projection $m/2$, and $P_{n+1}S_-w=0$. To see this, first move $S_-$ to the left through powers of $S_+$:

$$S_+^{k+1}S_-w=S_-S_+^{k+1}w+(k+1)(m+k+2)S_+^kw.$$

For $k=0$ this is again $[S_+,S_-]w=2S_zw$. Applying $S_+$ once more adds $2(\tfrac m2+k+2)$ to the factor, and

$$(k+1)(m+k+2)+(m+2k+4)=(k+2)(m+k+3).$$

A second telescoping sum follows,

$$P_{j+1}S_-w=c_j\,S_-^{j+1}S_+^jw.$$

It holds for $j=0$. In the step, the new term contributes

$$c_{j+1}S_-^{j+2}S_+^{j+1}w+c_{j+1}(j+1)(m+j+2)S_-^{j+1}S_+^jw,$$

and the recursion cancels its second part against the previous sum. At $j=n$ the surviving term contains $S_+^nw=0$. In the proof, `move` is the commutation formula and `key` the telescoped sum.

```lean
/-- The operator for projection `m/2` with the terms `k ≤ n` annihilates `S- w` if `w` has spin
projection `m/2 + 1` and `(S+)^n` annihilates `w`. -/
theorem SpinAlgebra.projector_lower (h : SpinAlgebra Sp Sm Sz) {m n : ℕ} {w : V}
    (hw : Sz w = ((m : ℂ) / 2 + 1) • w) (hn : (Sp ^ n) w = 0) :
    projector Sp Sm m (n + 1) (Sm w) = 0 := by
  -- moving one lowering operator through a power of `S+`
  have move (k : ℕ) : (Sp ^ (k + 1)) (Sm w)
      = Sm ((Sp ^ (k + 1)) w) + (((k : ℂ) + 1) * ((m : ℂ) + k + 2)) • (Sp ^ k) w := by
    induction k with
    | zero =>
      have e : Sp (Sm w) - Sm (Sp w) = (2 : ℂ) • Sz w := LinearMap.congr_fun h.raise_lower w
      rw [hw] at e
      simp only [zero_add, pow_one, pow_zero, Module.End.one_apply, Nat.cast_zero]
      linear_combination (norm := module) e
    | succ k ih =>
      have e : Sp (Sm ((Sp ^ (k + 1)) w)) - Sm (Sp ((Sp ^ (k + 1)) w))
          = (2 : ℂ) • Sz ((Sp ^ (k + 1)) w) := LinearMap.congr_fun h.raise_lower _
      have hs (y : V) (j : ℕ) : (Sp ^ (j + 1)) y = Sp ((Sp ^ j) y) := by
        rw [pow_succ', Module.End.mul_apply]
      rw [(h.weight_pow hw (k + 1)).1] at e
      rw [hs (Sm w) (k + 1), ih, map_add, map_smul, hs w (k + 1), ← hs w k]
      simp only [Nat.cast_add, Nat.cast_one] at e ⊢
      linear_combination (norm := module) e
  have key (j : ℕ) : projector Sp Sm m (j + 1) (Sm w)
      = coeff m j • (Sm ^ (j + 1)) ((Sp ^ j) w) := by
    induction j with
    | zero => simp [projector]
    | succ j ih =>
      rw [projector_succ_apply, ih, move, map_add, map_smul, pow_succ Sm (j + 1),
        Module.End.mul_apply]
      linear_combination (norm := module) coeff_succ m j • (Sm ^ (j + 1)) ((Sp ^ j) w)
  rw [key, hn, map_zero, smul_zero]
```

## The smallest case: two spins one half

If $S_+v=0$ already, $N=1$ suffices and $P_1v=v$. The first case with a correction is $N=2$, where

$$P_2=1-\frac{1}{m+2}\,S_-S_+.$$

Two spins one half with $m=0$ are an example. In the basis $\uparrow\uparrow,\ \uparrow\downarrow,\ \downarrow\uparrow,\ \downarrow\downarrow$, the raising operator sends $\uparrow\downarrow$ and $\downarrow\uparrow$ to $\uparrow\uparrow$, and $\downarrow\downarrow$ to $\uparrow\downarrow+\downarrow\uparrow$.

```lean
/-- `S+` of two spins one half, in the basis up-up, up-down, down-up, down-down. -/
def pairRaise : Matrix (Fin 4) (Fin 4) ℂ := !![0, 1, 1, 0; 0, 0, 0, 1; 0, 0, 0, 1; 0, 0, 0, 0]
```

The lowering operator is the transposed matrix.

```lean
/-- `S-` of two spins one half, in the same basis. -/
def pairLower : Matrix (Fin 4) (Fin 4) ℂ := !![0, 0, 0, 0; 1, 0, 0, 0; 1, 0, 0, 0; 0, 1, 1, 0]
```

The projections of the four basis states are $1,0,0,-1$.

```lean
/-- `Sz` of two spins one half, in the same basis. -/
def pairZ : Matrix (Fin 4) (Fin 4) ℂ := !![1, 0, 0, 0; 0, 0, 0, 0; 0, 0, 0, 0; 0, 0, 0, -1]
```

For $v=\,\uparrow\downarrow$ we have $S_zv=0$, $S_+v=\,\uparrow\uparrow$ and $S_+^2v=0$, so

$$P_2v=\,\uparrow\downarrow-\tfrac12(\uparrow\downarrow+\downarrow\uparrow)=\tfrac12(\uparrow\downarrow-\downarrow\uparrow).$$

This is $1/\sqrt2$ times the normalised singlet $(\uparrow\downarrow-\downarrow\uparrow)/\sqrt2$: the projection does not preserve the norm, and the squared norm $\tfrac12$ is the weight of the singlet in $\uparrow\downarrow$.

The theorem below states the commutation relations, the two conditions on $v$ and the value of $P_2v$. The vector `![0, 1, 0, 0]` is $\uparrow\downarrow$, and `Matrix.toLinAlgEquiv'` turns a matrix into the linear map it represents. The relations are checked entry by entry for the matrices and carried over to the maps; the other statements are checked component by component.

```lean
/-- Two spins one half obey the spin relations; up-down has projection zero, is annihilated by
`(S+)²`, and is projected onto half the difference of up-down and down-up. -/
theorem spinAlgebra_witness :
    SpinAlgebra (Matrix.toLinAlgEquiv' pairRaise) (Matrix.toLinAlgEquiv' pairLower)
      (Matrix.toLinAlgEquiv' pairZ) ∧
    Matrix.toLinAlgEquiv' pairZ ![0, 1, 0, 0] = 0 ∧
    (Matrix.toLinAlgEquiv' pairRaise ^ 2) ![0, 1, 0, 0] = 0 ∧
    projector (Matrix.toLinAlgEquiv' pairRaise) (Matrix.toLinAlgEquiv' pairLower) 0 2
      ![0, 1, 0, 0] = ![0, 1 / 2, -1 / 2, 0] := by
  have e1 : pairRaise * pairLower - pairLower * pairRaise = (2 : ℂ) • pairZ := by
    ext i j
    fin_cases i <;> fin_cases j <;>
      simp [pairRaise, pairLower, pairZ] <;> norm_num
  have e2 : pairZ * pairRaise - pairRaise * pairZ = pairRaise := by
    ext i j
    fin_cases i <;> fin_cases j <;>
      simp [pairRaise, pairZ]
  have e3 : pairZ * pairLower - pairLower * pairZ = -pairLower := by
    ext i j
    fin_cases i <;> fin_cases j <;>
      simp [pairLower, pairZ]
  refine ⟨⟨?_, ?_, ?_⟩, ?_, ?_, ?_⟩
  · simpa only [map_sub, map_mul, map_smul] using
      congrArg (fun A => Matrix.toLinAlgEquiv' A) e1
  · simpa only [map_sub, map_mul] using congrArg (fun A => Matrix.toLinAlgEquiv' A) e2
  · simpa only [map_sub, map_mul, map_neg] using congrArg (fun A => Matrix.toLinAlgEquiv' A) e3
  · ext i
    fin_cases i <;>
      simp [Matrix.toLinAlgEquiv'_apply, pairZ, Matrix.mulVec, dotProduct, Fin.sum_univ_succ]
  · ext i
    fin_cases i <;>
      simp [pow_two, Matrix.toLinAlgEquiv'_apply, pairRaise, Matrix.mulVec, dotProduct,
        Fin.sum_univ_succ]
  · ext i
    fin_cases i <;>
      simp [projector, coeff, Finset.sum_range_succ, Matrix.toLinAlgEquiv'_apply, pairRaise,
        pairLower, dotProduct, Fin.sum_univ_succ, Nat.factorial] <;> norm_num

end

end SpinProjection
```

```lean
#print axioms SpinProjection.SpinAlgebra.totalSpinSq_projector
#print axioms SpinProjection.projector_fixes
#print axioms SpinProjection.SpinAlgebra.projector_lower
```

```
'SpinProjection.SpinAlgebra.totalSpinSq_projector' depends on axioms: [propext, Classical.choice, Quot.sound]
'SpinProjection.projector_fixes' depends on axioms: [propext, Classical.choice, Quot.sound]
'SpinProjection.SpinAlgebra.projector_lower' depends on axioms: [propext, Classical.choice, Quot.sound]
```
